# Bragg's law from the Laue condition for elastic scattering

**Q.** A monochromatic X-ray beam of wavelength $\lambda$ falls on a crystal, and a detector swung away from the forward direction by an angle $2\theta$ records a sharp peak. I read the peak as reflection from a stack of planes with spacing $d$ and write $2d\sin\theta = n\lambda$. Your theorem speaks of two vectors whose difference is $n$ times a third. Where are the planes, and why should your $\theta$ be my glancing angle?

**A.** Let $k$ and $k'$ be the incoming and outgoing wave vectors. Elastic scattering leaves the wavelength unchanged, so $\|k\| = \|k'\| = 2\pi/\lambda$. The angle between them is what your detector arm measures, $2\theta$. The planes enter through a nonzero vector $g$ normal to them, with $d = 2\pi/\|g\|$. The peak condition is $k'-k = n g$. The law then takes two lines. First,

$$\|k'-k\|^2 = 2\|k\|^2(1-\cos 2\theta) = 4\|k\|^2\sin^2\theta ,$$

so $\|k'-k\| = 2\|k\|\sin\theta = (4\pi/\lambda)\sin\theta$. Second, this length is also $n\|g\| = 2\pi n/d$. Equating the two gives $2d\sin\theta = n\lambda$.

The setting is any real inner product space `V`, of which ordinary three-dimensional space is one case.

In Lean 4 with Mathlib:

```lean
import Mathlib

open scoped Real
open InnerProductGeometry (angle)

namespace BraggDiffraction

variable {V : Type*} [NormedAddCommGroup V] [InnerProductSpace ℝ V]
```

**Q.** You have put $d = 2\pi/\|g\|$ in by definition. I could define $d$ as anything. What makes it a distance between planes?

**A.** A plane wave with wave vector $g$ has phase $g\cdot x$ at the point $x$. For each integer $m$, the points where this phase equals $2\pi m$ form a plane perpendicular to $g$. That set is `phasePlane g m`:

```lean
/-- The set of points `x` at which the phase `g · x` of a plane wave with wave vector `g` equals `2π
m`. -/
def phasePlane (g : V) (m : ℤ) : Set V := {x | inner ℝ g x = 2 * π * m}
```

The spacing is first only a formula:

```lean
/-- The number `2π / ‖g‖`, used as the spacing `d` for a vector `g`. -/
noncomputable def planeSpacing (g : V) : ℝ := 2 * π / ‖g‖
```

A theorem then ties the formula to the planes, and I come to it after the scattering condition. That condition collects the two norms and the momentum transfer $k'-k$ (in units of $\hbar$) in one structure:

```lean
/-- Elastic scattering from `k` to `k'` at wavelength `lam`, with momentum transfer `n` times the
reciprocal vector `g`. -/
structure Laue (lam : ℝ) (g : V) (n : ℕ) (k k' : V) : Prop where
  norm_in : ‖k‖ = 2 * π / lam
  norm_out : ‖k'‖ = 2 * π / lam
  transfer : k' - k = (n : ℝ) • g
```

In `Laue lam g n k k'`, `lam` is $\lambda$ and the order `n` is a natural number, cast to a real number where it multiplies `g`. The theorems that need $\lambda > 0$ take it as the hypothesis `hlam`.

**Q.** So the interference is assumed. What does the field `transfer` stand for physically?

**A.** It stands for waves from all scatterers arriving in phase. A scatterer at position $R$ contributes a wave whose phase, relative to one at the origin, is set by $(k'-k)\cdot R$. If $k'-k = ng$ and every $R$ lies on one of the planes $g\cdot x = 2\pi m$, each of these phases is a multiple of $2\pi$. The file starts from this condition and does not sum the scattered waves. Nor does it contain a lattice: `g` is any nonzero vector. In a crystal you would take $g$ to be a shortest reciprocal lattice vector in its direction, so that the phase planes are the lattice planes of that family.

Now the spacing. The points $x_j = 2\pi j\, g/\|g\|^2$ satisfy $g\cdot x_j = 2\pi j$, and neighbouring ones are $2\pi/\|g\|$ apart. No pair can do better: if $x$ lies on plane $m$ and $y$ on plane $m+1$, then

$$2\pi = g\cdot(y-x) \le \|g\|\,\|y-x\|$$

by the Cauchy–Schwarz inequality.

```lean
/-- The spacing `2π / ‖g‖` is the least distance between a point of one phase plane
and a point of the next. -/
theorem planeSpacing_isLeast {g : V} (hg : g ≠ 0) (m : ℤ) :
    IsLeast {r : ℝ | ∃ x ∈ phasePlane g m, ∃ y ∈ phasePlane g (m + 1), r = ‖y - x‖}
      (planeSpacing g) := by
  have g0 : 0 < ‖g‖ := norm_pos_iff.mpr hg
  have g2 : ‖g‖ ^ 2 ≠ 0 := pow_ne_zero 2 g0.ne'
  constructor
  · -- the points where the line along `g` meets the planes attain the distance
    have mem : ∀ j : ℤ, (2 * π * (j : ℝ) / ‖g‖ ^ 2) • g ∈ phasePlane g j := by
      intro j
      change inner ℝ g ((2 * π * (j : ℝ) / ‖g‖ ^ 2) • g) = 2 * π * (j : ℝ)
      rw [real_inner_smul_right, real_inner_self_eq_norm_sq, div_mul_cancel₀ _ g2]
    refine ⟨_, mem m, _, mem (m + 1), ?_⟩
    have hd : 2 * π * ((m + 1 : ℤ) : ℝ) / ‖g‖ ^ 2 - 2 * π * (m : ℝ) / ‖g‖ ^ 2
        = 2 * π / ‖g‖ ^ 2 := by
      push_cast
      ring
    have hp : 0 ≤ 2 * π / ‖g‖ ^ 2 := by positivity
    rw [← sub_smul, hd, norm_smul, Real.norm_of_nonneg hp, planeSpacing,
      div_mul_eq_mul_div, div_eq_div_iff g0.ne' g2]
    ring
  · -- Cauchy-Schwarz bounds every other distance from below
    rintro r ⟨x, hx, y, hy, rfl⟩
    have hx' : inner ℝ g x = 2 * π * (m : ℝ) := hx
    have hy' : inner ℝ g y = 2 * π * ((m + 1 : ℤ) : ℝ) := hy
    have h : inner ℝ g (y - x) = 2 * π := by
      rw [inner_sub_right, hx', hy']
      push_cast
      ring
    have cs := real_inner_le_norm g (y - x)
    rw [planeSpacing, div_le_iff₀ g0]
    linarith
```

`IsLeast` says both things at once: the value belongs to the set of distances, and nothing in the set is smaller. The first half of the proof supplies the points $x_m$ and $x_{m+1}$ through `mem`. The second half computes `h`, the inner product $2\pi$, and applies `real_inner_le_norm`.

**Q.** Good, $d$ is a genuine distance. In your first line you took a square root. Couldn't $\sin\theta$ be negative?

**A.** Not here. In Mathlib, `angle k k'` is the unoriented angle, which lies between $0$ and $\pi$. Since it equals $2\theta$, we have $0 \le \theta \le \pi/2$ and $\sin\theta \ge 0$. The proof records this as `s0`.

```lean
/-- For elastic scattering through the angle `2θ`, the momentum transfer has length
`2 ‖k‖ sin θ`. -/
theorem norm_transfer {k k' : V} {θ : ℝ} (h : ‖k'‖ = ‖k‖) (hθ : angle k k' = 2 * θ) :
    ‖k' - k‖ = 2 * ‖k‖ * Real.sin θ := by
  have a0 := InnerProductGeometry.angle_nonneg k k'
  have a1 := InnerProductGeometry.angle_le_pi k k'
  have s0 : 0 ≤ Real.sin θ :=
    Real.sin_nonneg_of_nonneg_of_le_pi (by linarith) (by linarith [Real.pi_pos])
  have e1 := norm_sub_sq_real k' k
  have e2 := InnerProductGeometry.cos_angle_mul_norm_mul_norm k k'
  have e3 : inner ℝ k' k = inner ℝ k k' := real_inner_comm _ _
  have sc := Real.sin_sq_add_cos_sq θ
  rw [h] at e1
  rw [hθ, Real.cos_two_mul, h] at e2
  -- both sides are nonnegative, so it suffices to compare squares
  refine (sq_eq_sq₀ (norm_nonneg _) (mul_nonneg (by positivity) s0)).mp ?_
  linear_combination e1 - 2 * e3 + 2 * e2 - 4 * ‖k‖ ^ 2 * sc
```

The fact `e1` expands $\|k'-k\|^2$, and `e2` expresses the inner product through $\cos 2\theta = 2\cos^2\theta - 1$. Both sides of the claim are nonnegative, so `sq_eq_sq₀` reduces it to an equality of squares. The final `linear_combination` adds up the expansions together with $\sin^2\theta + \cos^2\theta = 1$.

**Q.** And the second line, where the wavelength comes in?

**A.** It is proved for a transfer $c\,g$ with any real $c \ge 0$:

$$c\,\|g\| = \frac{4\pi}{\lambda}\sin\theta \quad\Longrightarrow\quad 2d\sin\theta = \frac{4\pi\sin\theta}{\|g\|} = c\,\lambda .$$

In your picture, $2d\sin\theta$ is the extra path travelled by a ray reflected one plane deeper. The number $c$ counts that path in wavelengths.

```lean
/-- For elastic scattering at wavelength `lam` through the angle `2θ`, with momentum transfer `c g`
for a real `c ≥ 0` and nonzero `g`, `2 d sin θ` equals `c` wavelengths. -/
theorem path_difference {lam c θ : ℝ} {g k k' : V} (hlam : 0 < lam) (hg : g ≠ 0)
    (hk : ‖k‖ = 2 * π / lam) (hk' : ‖k'‖ = 2 * π / lam) (hc : 0 ≤ c)
    (ht : k' - k = c • g) (hθ : angle k k' = 2 * θ) :
    2 * planeSpacing g * Real.sin θ = c * lam := by
  have g0 : 0 < ‖g‖ := norm_pos_iff.mpr hg
  have h := norm_transfer (hk'.trans hk.symm) hθ
  rw [ht, norm_smul, Real.norm_of_nonneg hc, hk] at h
  have hl : 2 * π / lam * lam = 2 * π := div_mul_cancel₀ _ hlam.ne'
  have e : 2 * planeSpacing g * Real.sin θ = 4 * π * Real.sin θ / ‖g‖ := by
    unfold planeSpacing
    ring
  rw [e, div_eq_iff g0.ne']
  linear_combination (-lam) * h - 2 * Real.sin θ * hl
```

The proof rewrites the length from `norm_transfer` as $c\|g\|$, unfolds the spacing and clears the denominators $\|g\|$ and $\lambda$. Bragg's law is the case where $c$ is the natural number $n$:

```lean
/-- **Bragg's law**: the Laue condition of order `n` with scattering angle `2θ` gives
`2 d sin θ = n λ`. -/
theorem bragg_law {lam θ : ℝ} {n : ℕ} {g k k' : V} (hlam : 0 < lam) (hg : g ≠ 0)
    (h : Laue lam g n k k') (hθ : angle k k' = 2 * θ) :
    2 * planeSpacing g * Real.sin θ = n * lam :=
  path_difference hlam hg h.norm_in h.norm_out (Nat.cast_nonneg n) h.transfer hθ
```

In words: if $\lambda > 0$ and $g \ne 0$, if $k$ and $k'$ satisfy the Laue condition of order $n$, and if the angle between them is $2\theta$, then $2d\sin\theta = n\lambda$. Order zero is allowed. It is the unscattered beam, with $k' = k$ and $\theta = 0$.

**Q.** Experimentally I go the other way. I measure an angle that fits $2d\sin\theta = n\lambda$ and conclude that I have found the $n$th order. Is that justified?

**A.** Only if you know the direction of the momentum transfer. Bragg's equation fixes the length of $k'-k$ and says nothing about where it points, so a misoriented crystal can have its detector at the right angle and show no peak. If the transfer is already known to be $c\,g$ with $c \ge 0$, the equation does determine the order:

```lean
/-- For elastic scattering with momentum transfer `c g`, `c ≥ 0`, Bragg's law of order `n` is
equivalent to the Laue condition of order `n`. -/
theorem bragg_iff_laue {lam c θ : ℝ} {n : ℕ} {g k k' : V} (hlam : 0 < lam) (hg : g ≠ 0)
    (hk : ‖k‖ = 2 * π / lam) (hk' : ‖k'‖ = 2 * π / lam) (hc : 0 ≤ c)
    (ht : k' - k = c • g) (hθ : angle k k' = 2 * θ) :
    2 * planeSpacing g * Real.sin θ = n * lam ↔ Laue lam g n k k' := by
  refine ⟨fun hb => ?_, fun h => bragg_law hlam hg h hθ⟩
  have e := path_difference hlam hg hk hk' hc ht hθ
  have hcn : c = n := mul_right_cancel₀ hlam.ne' (e.symm.trans hb)
  exact ⟨hk, hk', by rw [ht, hcn]⟩
```

One direction is `bragg_law`. For the other, `path_difference` gives $2d\sin\theta = c\lambda$, and comparison with $n\lambda$ gives $c = n$ after cancelling $\lambda$.

**Q.** You still owe me the glancing angle. You use half the scattering angle; I use the angle between the beam and the planes.

**A.** They agree because the scattering is a mirror reflection. Put $k' = k + ng$ into $\|k'\|^2 = \|k\|^2$:

$$2n\,k\cdot g + n^2\|g\|^2 = 0 .$$

For $n \ne 0$ we may divide by $n$ and get $2\,k\cdot g + n\|g\|^2 = 0$. Hence

$$g\cdot k' = g\cdot k + n\|g\|^2 = -\,g\cdot k .$$

For a vector $x$ perpendicular to $g$, adding $ng$ changes nothing, so $x\cdot k' = x\cdot k$.

```lean
/-- In nonzero order the wave vector is mirrored: its component along `g` changes sign and
its components perpendicular to `g` are unchanged. -/
theorem specular_reflection {lam : ℝ} {n : ℕ} {g k k' : V} (hn : n ≠ 0)
    (h : Laue lam g n k k') :
    inner ℝ g k' = -inner ℝ g k ∧
      ∀ x : V, inner ℝ x g = 0 → inner ℝ x k' = inner ℝ x k := by
  have hn' : (n : ℝ) ≠ 0 := Nat.cast_ne_zero.mpr hn
  have hk' : k' = k + (n : ℝ) • g := by
    rw [← h.transfer]
    abel
  constructor
  · -- equal norms put `k` on a Bragg plane: `2 k · g + n ‖g‖² = 0`
    have e := norm_add_sq_real k ((n : ℝ) • g)
    rw [← hk', h.norm_out, h.norm_in, real_inner_smul_right, norm_smul,
      Real.norm_natCast] at e
    have e2 : 2 * inner ℝ k g + n * ‖g‖ ^ 2 = 0 :=
      mul_left_cancel₀ hn' (by linear_combination -e)
    have ec : inner ℝ k g = inner ℝ g k := real_inner_comm _ _
    rw [hk', inner_add_right, real_inner_smul_right, real_inner_self_eq_norm_sq]
    linear_combination e2 - 2 * ec
  · intro x hx
    rw [hk', inner_add_right, real_inner_smul_right, hx, mul_zero, add_zero]
```

The two parts of the conclusion are these two statements. In the proof, `e` is the expanded norm equation and `e2` is the equation after division by $n$.

Your angle now follows. The component of $k$ normal to the planes has size $|g\cdot k|/\|g\| = n\|g\|/2$, which is half the length of the transfer and therefore equals $\|k\|\sin\theta$. So the beam meets the planes at the angle $\theta$.

The equation $2\,k\cdot g + n\|g\|^2 = 0$ also matters in band theory: for non-interacting electrons in a weak periodic potential, it marks the wave vectors at which the plane waves $k$ and $k+ng$ have equal kinetic energy, and there the potential can open a gap.

**Q.** Could all this be about nothing? Perhaps no pair $k, k'$ meets your conditions.

**A.** For a given nonzero order, that depends on the wavelength. Since $\sin\theta \le 1$, Bragg's law forces $n\lambda \le 2d$. Conversely, suppose $n\lambda \le 2d$ and let $e$ be a unit vector perpendicular to $g$. Take

$$k = s\,e - \tfrac{n}{2}\,g, \qquad k' = s\,e + \tfrac{n}{2}\,g, \qquad s^2 = \Big(\frac{2\pi}{\lambda}\Big)^2 - \Big(\frac{n\|g\|}{2}\Big)^2 .$$

The right-hand side for $s^2$ is nonnegative exactly because $n\lambda \le 2d$. The difference $k'-k$ is $ng$, and by Pythagoras both norms are $2\pi/\lambda$.

```lean
/-- When some unit vector `e` is perpendicular to `g`, wave vectors satisfying the Laue
condition of order `n` exist exactly when `n λ ≤ 2 d`. -/
theorem order_occurs_iff {lam : ℝ} {n : ℕ} {g e : V} (hlam : 0 < lam) (hg : g ≠ 0)
    (he : ‖e‖ = 1) (heg : inner ℝ e g = 0) :
    (∃ k k' : V, Laue lam g n k k') ↔ n * lam ≤ 2 * planeSpacing g := by
  have g0 : 0 < ‖g‖ := norm_pos_iff.mpr hg
  constructor
  · rintro ⟨k, k', h⟩
    have b := bragg_law (θ := angle k k' / 2) hlam hg h (by ring)
    have d0 : 0 ≤ planeSpacing g := by
      unfold planeSpacing
      positivity
    have hs := mul_le_mul_of_nonneg_left (Real.sin_le_one (angle k k' / 2)) d0
    linarith
  · intro h
    have hm := mul_le_mul_of_nonneg_right h g0.le
    have hd : planeSpacing g * ‖g‖ = 2 * π := div_mul_cancel₀ _ g0.ne'
    have hq : (n : ℝ) * ‖g‖ / 2 ≤ 2 * π / lam := by
      rw [le_div_iff₀ hlam]
      linarith
    -- `s` is the component of both wave vectors along `e`
    obtain ⟨s, hs⟩ : ∃ s : ℝ, s ^ 2 = (2 * π / lam) ^ 2 - ((n : ℝ) * ‖g‖ / 2) ^ 2 :=
      ⟨_, Real.sq_sqrt (sub_nonneg.mpr (pow_le_pow_left₀ (by positivity) hq 2))⟩
    have key : ∀ c : ℝ, c ^ 2 = ((n : ℝ) / 2) ^ 2 → ‖s • e + c • g‖ = 2 * π / lam := by
      intro c hc
      refine (sq_eq_sq₀ (norm_nonneg _) (by positivity)).mp ?_
      rw [norm_add_sq_real, real_inner_smul_left, real_inner_smul_right, heg]
      simp only [norm_smul, mul_pow, Real.norm_eq_abs, sq_abs, he]
      linear_combination hs + ‖g‖ ^ 2 * hc
    exact ⟨s • e + (-((n : ℝ) / 2)) • g, s • e + ((n : ℝ) / 2) • g,
      key _ (by ring), key _ rfl, by module⟩

end BraggDiffraction
```

The first half applies `bragg_law` with $\theta$ equal to half the angle between the vectors. In the second half, `hq` is the inequality $n\|g\|/2 \le 2\pi/\lambda$, and `key` computes the norm once for both signs of $n/2$.

The vector `e` requires a space of at least two dimensions. On a line the only scattering is straight back, so a nonzero order needs $n\lambda = 2d$ exactly.

```lean
#print axioms BraggDiffraction.planeSpacing_isLeast
-- 'BraggDiffraction.planeSpacing_isLeast' depends on axioms: [propext, Classical.choice, Quot.sound]
#print axioms BraggDiffraction.bragg_iff_laue
-- 'BraggDiffraction.bragg_iff_laue' depends on axioms: [propext, Classical.choice, Quot.sound]
#print axioms BraggDiffraction.specular_reflection
-- 'BraggDiffraction.specular_reflection' depends on axioms: [propext, Classical.choice, Quot.sound]
#print axioms BraggDiffraction.order_occurs_iff
-- 'BraggDiffraction.order_occurs_iff' depends on axioms: [propext, Classical.choice, Quot.sound]
```

**Q.** Does "occurs" mean that I will see a peak?

**A.** No. It means that some incident direction satisfies the geometry at this wavelength. Your crystal must be turned to that direction, and the intensity depends on the atoms in the unit cell, whose contributions may cancel. Absorption, multiple scattering, thermal motion and the width of the peak are also absent from this model.

**Q.** Where would I meet these steps in a diffraction program?

**A.** In a program for powder patterns, where crystallites of all orientations are present, they appear in the listing of possible peak positions. For each nonzero reciprocal lattice vector $G$, one computes

$$\sin\theta = \frac{\lambda\,\|G\|}{4\pi},$$

skips $G$ if the result exceeds $1$, and otherwise lists a possible peak at $2\theta = 2\arcsin(\lambda\|G\|/4\pi)$. This is Bragg's law with $G = ng$, and the skipped vectors are those with $n\lambda > 2d$. With $d = 2$ Å and $\lambda = 1.5$ Å, for example, $\sin\theta = 0.375\,n$. The first order lies at $2\theta \approx 44.0^\circ$, the second at $2\theta \approx 97.2^\circ$, and the third is skipped.

Two conventions need care when you compare programs. Some store reciprocal vectors without the factor $2\pi$; then $d = 1/\|g\|$ and $\sin\theta = \lambda\|G\|/2$. And most lists show no $n$ at all, because the order is absorbed into the indices: the second order from the $(111)$ planes is listed as $(222)$, with spacing $d/2$.
